# Deleting all couplings between fragments never lowers the band energy measured from a fixed chemical potential

Suppose that a large molecule is divided into fragments and the Hamiltonian elements between them are dropped. The fragment problems are cheap to solve, but their solutions alone don't tell whether the total energy has come out too high or too low, or by how much. An energy whose error has unknown sign can't be used as a bound. For non-interacting electrons at zero temperature and a fixed chemical potential, described in an orthonormal basis, with energies measured from the chemical potential and the fragment Hamiltonians left unchanged by the cut, the sign is fixed: the energy can only rise or stay the same. The rise is at most the size of the (non-positive) bond energy read from the density matrix of the uncut system.

## The energy cost of a cut

Take a finite orthonormal set of spin orbitals, each assigned to a fragment, and measure energies from the chemical potential. A one-particle density matrix is a Hermitian matrix $Q$ with $0\le Q\le 1$. The band energy of a Hermitian Hamiltonian $H$ is

$$E(H)=\min_{0\le Q\le 1}\operatorname{Tr}(QH).$$

Write the full Hamiltonian as $H_0+V$, where $H_0$ has elements only within fragments and $V$ only between them. If $P$ attains $E(H_0+V)$, then

$$0\le E(H_0)-E(H_0+V)\le-\operatorname{Tr}(PV).$$

**The minimum exists.** Diagonalise $H=U\,\mathrm{diag}(e_i)\,U^\dagger$. Then $\operatorname{Tr}(QH)=\sum_i q_i e_i$ with $q_i=(U^\dagger QU)_{ii}$, and $0\le Q\le1$ gives $0\le q_i\le 1$. Each term is therefore at least $\min(e_i,0)$. Filling exactly the levels with $e_i<0$ attains all these values at once.

**Truncation keeps a density matrix admissible.** Let $D_k$ project on fragment $k$, and let $\tau(Q)=\sum_k D_kQD_k$ be $Q$ without its inter-fragment elements. For any vector $x$,

$$x^\dagger\tau(Q)x=\sum_k (D_kx)^\dagger Q(D_kx)\ge0.$$

Since $1-\tau(Q)=\tau(1-Q)$, the same argument gives $\tau(Q)\le1$.

**The truncated matrix does not feel the bonds.** In

$$\operatorname{Tr}\big(\tau(Q)(H_0+V)\big)=\sum_{i,j}\tau(Q)_{ij}(H_0+V)_{ji},$$

a pair in one fragment has $V_{ji}=0$ and contributes $Q_{ij}(H_0)_{ji}$. A pair in different fragments has $\tau(Q)_{ij}=0$ and contributes nothing, just as it contributes nothing to $\operatorname{Tr}(QH_0)$. The sum is therefore $\operatorname{Tr}(QH_0)$.

**Two trial matrices give the two bounds.** Let $R$ attain $E(H_0)$. With $\tau(R)$ as a trial matrix for the coupled system,

$$E(H_0+V)\le\operatorname{Tr}\big(\tau(R)(H_0+V)\big)=\operatorname{Tr}(RH_0)=E(H_0).$$

With $P$ as a trial matrix for the separated fragments,

$$E(H_0)\le\operatorname{Tr}(PH_0)=E(H_0+V)-\operatorname{Tr}(PV).$$

**Scaling up all bonds by a common factor never raises the energy.** Let $0<s\le t$, and now let $R$ attain $E(H_0+sV)$. The two bounds, applied to $sV$, give $0\le-s\operatorname{Tr}(RV)$, so $\operatorname{Tr}(RV)\le0$. Hence

$$E(H_0+tV)\le\operatorname{Tr}\big(R(H_0+tV)\big)=E(H_0+sV)+(t-s)\operatorname{Tr}(RV)\le E(H_0+sV).$$

For $s=0$ the claim is the lower bound applied to $tV$.

## Two orbitals, one bond

The smallest case with a bond has one orbital in each fragment. Put both on-site energies at zero and let the coupling be $-\beta$ with $\beta>0$. The separated orbitals have $E(H_0)=0$. The coupled levels are $\mp\beta$, so $E(H_0+V)=-\beta$, and the minimiser is the bonding projector

$$P=\frac12\begin{pmatrix}1&1\\1&1\end{pmatrix},\qquad \operatorname{Tr}(PV)=-\beta.$$

The cost of the cut is $\beta$, equal to the upper bound. If both on-site energies are instead raised above $\beta$, all levels are empty before and after the cut, and the cost is zero. This dimer is an illustration worked out here; the Lean theorems below are the general statements.

## Density matrices and fragments in Lean

The type `n` labels the orbitals and `ι` the fragments.

```lean
import Mathlib

open Matrix
open scoped ComplexOrder

namespace BondCutting

noncomputable section

variable {n ι : Type*} [Fintype n] [DecidableEq n] [Fintype ι] [DecidableEq ι]
```

Admissibility is stated as two positivity conditions, which include Hermiticity. The trace is not fixed, so the electron number may change when bonds are cut. The bound `1` is the identity matrix, which is where orthonormality of the orbitals enters.

```lean
/-- An admissible one-particle density matrix: `0 ≤ Q ≤ 1`. -/
def IsDensity (Q : Matrix n n ℂ) : Prop := Q.PosSemidef ∧ (1 - Q).PosSemidef
```

The energy is defined as a real number by taking the real part of the trace. For Hermitian $Q$ and $H$ the trace is already real.

```lean
/-- The energy of `Q` in the Hamiltonian `H`: the real part of `Tr (Q H)`. -/
def energy (Q H : Matrix n n ℂ) : ℝ := (Q * H).trace.re
```

The band energy is defined as an infimum; that it is a minimum for Hermitian `H` is proved further on.

```lean
/-- The band energy `E(H)`: the infimum of the energy over admissible density matrices. -/
def bandEnergy (H : Matrix n n ℂ) : ℝ :=
  sInf ((fun Q => energy Q H) '' {Q | IsDensity Q})
```

The name `IsGroundState` refers to a minimising one-particle matrix, not to a many-electron wavefunction. It need not be unique, since a level exactly at the chemical potential may have any occupation between 0 and 1.

```lean
/-- `P` is an admissible density matrix of least energy in `H`. -/
def IsGroundState (P H : Matrix n n ℂ) : Prop :=
  IsDensity P ∧ ∀ Q, IsDensity Q → energy P H ≤ energy Q H
```

The map `b` assigns each orbital to its fragment. Fragments may have any size, and their orbitals need not be numbered consecutively.

```lean
/-- `H` has no elements between different fragments; `b` assigns orbitals to fragments. -/
def IsBlockDiagonal (b : n → ι) (H : Matrix n n ℂ) : Prop :=
  ∀ i j, b i ≠ b j → H i j = 0
```

The letter `V` often denotes a potential; here it holds only the couplings between fragments.

```lean
/-- `V` has no elements inside a fragment: it consists of bonds between fragments. -/
def IsInterBlock (b : n → ι) (V : Matrix n n ℂ) : Prop :=
  ∀ i j, b i = b j → V i j = 0
```

The next definition is $\tau(Q)$, given element by element.

```lean
/-- The matrix `Q` with all elements between different fragments set to zero. -/
def truncate (b : n → ι) (Q : Matrix n n ℂ) : Matrix n n ℂ :=
  Matrix.of fun i j => if b i = b j then Q i j else 0
```

## Filling the negative levels

Additivity of the energy in the Hamiltonian splits the total into a fragment part and a bond part.

```lean
omit [DecidableEq n] in
/-- The energy is additive in the Hamiltonian. -/
theorem energy_add (Q A B : Matrix n n ℂ) :
    energy Q (A + B) = energy Q A + energy Q B := by
  simp [energy, Matrix.mul_add, Matrix.trace_add]
```

Once a minimiser is known, the infimum equals its energy.

```lean
/-- The energy of a least-energy density matrix is the band energy. -/
theorem bandEnergy_eq {P H : Matrix n n ℂ} (hP : IsGroundState P H) :
    bandEnergy H = energy P H := by
  apply IsLeast.csInf_eq
  refine ⟨⟨P, hP.1, rfl⟩, ?_⟩
  rintro _ ⟨Q, hQ, rfl⟩
  exact hP.2 Q hQ
```

The existence proof follows the diagonalisation above. The statement `key` writes the energy as a sum of levels times occupations. `F` fills the negative levels and `G` the others. The rotated `F` is positive semidefinite because `F` is, and `F + G = 1` identifies its complement with the rotated `G`, which is positive semidefinite too. The facts `h0` and `h1` are $q_i\ge0$ and $q_i\le1$, and the final case split compares the two energies level by level.

```lean
/-- For a Hermitian Hamiltonian the least energy is attained. -/
theorem exists_groundState {H : Matrix n n ℂ} (hH : H.IsHermitian) :
    ∃ P, IsGroundState P H := by
  obtain ⟨U, e, hU, hU', hs⟩ : ∃ (U : Matrix n n ℂ) (e : n → ℝ), Uᴴ * U = 1 ∧ U * Uᴴ = 1 ∧
      H = U * diagonal (fun i => (e i : ℂ)) * Uᴴ := by
    refine ⟨hH.eigenvectorUnitary, hH.eigenvalues,
      Matrix.mem_unitaryGroup_iff'.mp hH.eigenvectorUnitary.2,
      Matrix.mem_unitaryGroup_iff.mp hH.eigenvectorUnitary.2, ?_⟩
    have h := hH.spectral_theorem
    rw [Unitary.conjStarAlgAut_apply] at h
    exact h
  -- in the eigenbasis the energy is a sum of levels times occupations
  have key : ∀ Q, energy Q H = ∑ i, ((Uᴴ * Q * U) i i).re * e i := by
    intro Q
    have h : (Q * H).trace = (Uᴴ * Q * U * diagonal (fun i => (e i : ℂ))).trace := by
      rw [hs, ← Matrix.mul_assoc, Matrix.trace_mul_comm]
      simp only [Matrix.mul_assoc]
    unfold energy
    rw [h]
    simp only [Matrix.trace, Matrix.diag_apply, Matrix.mul_diagonal, Complex.re_sum,
      Complex.re_mul_ofReal]
  -- fill exactly the negative levels
  let F : Matrix n n ℂ := diagonal fun i => if e i < 0 then 1 else 0
  let G : Matrix n n ℂ := diagonal fun i => if e i < 0 then 0 else 1
  have hF : F.PosSemidef := Matrix.posSemidef_diagonal_iff.mpr fun i => by
    split_ifs <;> simp
  have hG : G.PosSemidef := Matrix.posSemidef_diagonal_iff.mpr fun i => by
    split_ifs <;> simp
  have hFG : F + G = 1 := by
    simp only [F, G, Matrix.diagonal_add]
    rw [← Matrix.diagonal_one]
    congr 1
    funext i
    split_ifs <;> simp
  have hsum : U * F * Uᴴ + U * G * Uᴴ = 1 := by
    rw [← Matrix.add_mul, ← Matrix.mul_add, hFG, Matrix.mul_one, hU']
  have hsub : 1 - U * F * Uᴴ = U * G * Uᴴ := by
    rw [← hsum, add_sub_cancel_left]
  refine ⟨U * F * Uᴴ, ⟨hF.mul_mul_conjTranspose_same U, ?_⟩, fun Q hQ => ?_⟩
  · rw [hsub]
    exact hG.mul_mul_conjTranspose_same U
  have hP : Uᴴ * (U * F * Uᴴ) * U = F := by
    calc Uᴴ * (U * F * Uᴴ) * U = (Uᴴ * U) * F * (Uᴴ * U) := by
          simp only [Matrix.mul_assoc]
      _ = F := by rw [hU, Matrix.one_mul, Matrix.mul_one]
  rw [key, key, hP]
  refine Finset.sum_le_sum fun i _ => ?_
  -- occupations of the levels lie between 0 and 1
  have h0 := (Complex.le_def.mp ((hQ.1.conjTranspose_mul_mul_same U).diag_nonneg (i := i))).1
  have h1 := (Complex.le_def.mp ((hQ.2.conjTranspose_mul_mul_same U).diag_nonneg (i := i))).1
  rw [Matrix.mul_sub, Matrix.sub_mul, Matrix.mul_one, hU, Matrix.sub_apply,
    Matrix.one_apply_eq, Complex.sub_re, Complex.one_re, Complex.zero_re] at h1
  rw [Complex.zero_re] at h0
  by_cases h : e i < 0
  · have hf : (F i i).re = 1 := by simp [F, h]
    rw [hf]
    nlinarith
  · have hf : (F i i).re = 0 := by simp [F, h]
    rw [hf, zero_mul]
    exact mul_nonneg h0 (not_lt.mp h)
```

## Truncation by fragment projectors

The identity `hsum` writes the truncated matrix as $\sum_k D_kQD_k$. Each term is positive semidefinite, and so is their sum.

```lean
/-- Deleting the blocks between fragments keeps a matrix positive semidefinite. -/
theorem truncate_posSemidef (b : n → ι) {Q : Matrix n n ℂ} (hQ : Q.PosSemidef) :
    (truncate b Q).PosSemidef := by
  -- `D k` projects on fragment `k`
  let D : ι → Matrix n n ℂ := fun k => diagonal fun i => if b i = k then 1 else 0
  have hD : ∀ k, (D k)ᴴ = D k := by
    intro k
    simp only [D, Matrix.diagonal_conjTranspose]
    congr 1
    funext i
    by_cases h : b i = k <;> simp [h]
  have hsum : truncate b Q = ∑ k, D k * Q * D k := by
    ext i j
    simp [truncate, D, Matrix.sum_apply, Matrix.mul_diagonal, Matrix.diagonal_mul]
  rw [hsum]
  refine Finset.sum_induction _ Matrix.PosSemidef (fun _ _ h h' => h.add h')
    Matrix.PosSemidef.zero fun k _ => ?_
  have h := hQ.mul_mul_conjTranspose_same (D k)
  rwa [hD] at h
```

The upper limit on the occupations follows by applying the same lemma to $1-Q$.

```lean
/-- Deleting the blocks between fragments keeps a density matrix admissible. -/
theorem truncate_isDensity (b : n → ι) {Q : Matrix n n ℂ} (hQ : IsDensity Q) :
    IsDensity (truncate b Q) := by
  refine ⟨truncate_posSemidef b hQ.1, ?_⟩
  have h : 1 - truncate b Q = truncate b (1 - Q) := by
    ext i j
    by_cases hij : i = j
    · subst hij
      simp [truncate]
    · by_cases hb : b i = b j <;> simp [truncate, hij, hb]
  rw [h]
  exact truncate_posSemidef b hQ.2
```

## The two bounds

The theorem takes a Hermitian block-diagonal `H0`, an inter-fragment `V` and a minimiser `P` for their sum, and concludes both inequalities. The quantity `energy P V` is $\operatorname{Re}\operatorname{Tr}(PV)$, which is $\operatorname{Tr}(PV)$ for a physical, Hermitian `V`. Hermiticity of `V` is not assumed here because `P` is supplied as a hypothesis; when `V` is Hermitian, `exists_groundState` provides such a `P`.

In the proof, `htr` is the statement that the truncated matrix does not feel the bonds. The inequalities `h1` and `h2` are the two trial-matrix estimates, and `linarith` combines them with additivity.

```lean
/-- Let `H0` be Hermitian and block diagonal, let `V` have zero diagonal blocks, and let `P` attain
`E(H0 + V)`. Then `0 ≤ E(H0) - E(H0 + V) ≤ -Re Tr (P V)`. -/
theorem bond_cutting_bounds (b : n → ι) {H0 V P : Matrix n n ℂ} (hH : H0.IsHermitian)
    (h0 : IsBlockDiagonal b H0) (hV : IsInterBlock b V) (hP : IsGroundState P (H0 + V)) :
    0 ≤ bandEnergy H0 - bandEnergy (H0 + V) ∧
      bandEnergy H0 - bandEnergy (H0 + V) ≤ -energy P V := by
  obtain ⟨R, hR⟩ := exists_groundState hH
  -- the truncated matrix does not feel the bonds
  have htr : energy (truncate b R) (H0 + V) = energy R H0 := by
    unfold energy
    congr 1
    simp only [Matrix.trace, Matrix.diag_apply, Matrix.mul_apply]
    refine Finset.sum_congr rfl fun i _ => Finset.sum_congr rfl fun j _ => ?_
    by_cases h : b i = b j
    · simp [truncate, h, hV j i h.symm]
    · simp [truncate, h, h0 j i (Ne.symm h)]
  have h1 := hP.2 _ (truncate_isDensity b hR.1)
  have h2 := hR.2 P hP.1
  rw [bandEnergy_eq hR, bandEnergy_eq hP]
  have h3 := energy_add P H0 V
  constructor <;> linarith
```

For non-interacting electrons in a finite orthonormal basis, at zero temperature and a fixed chemical potential, the theorem shows that dropping all inter-fragment couplings never makes the band energy too low. Dropping only some of them can: for three one-orbital fragments with on-site energies 1 and all couplings 1, the levels are 3, 0 and 0 and the band energy is 0, but deleting a single coupling gives the levels $1$ and $1\pm\sqrt2$ and the band energy $1-\sqrt2<0$. Orthonormality matters too: two orbitals with on-site energies $-1$, coupling $-1/2$ and overlap $1/4$ have the levels $-6/5$ and $-2/3$ and the band energy $-28/15$, but deleting both the coupling and the overlap gives $-2$. The upper bound needs the density matrix of the coupled system, and nothing here says how fast that matrix decays with distance. In a real molecule the electrons interact, and the theorem does not cover that case directly: in a self-consistent calculation the fragment blocks in `H0` would respond to the new density, and the total energy is not the band energy alone.

## Scaling the bonds

The last theorem compares two coupling strengths, $0\le s\le t$, and now assumes `V` to be Hermitian, so that `exists_groundState` supplies minimisers at both. In the code `R` is the minimiser at `s` and `T` the one at `t`.

The case $s=0$ is separate because $\operatorname{Tr}(RV)\le0$ is obtained by removing a positive factor `s`. At zero coupling that sign can fail: in the dimer with zero on-site energies, the antibonding projector is also a minimiser of $H_0=0$. For $s>0$, `hneg` supplies the sign, `h2` uses `R` as the trial matrix at `t`, and `nlinarith` receives the product $(t-s)\,(-\operatorname{Tr}(RV))\ge0$.

```lean
/-- For Hermitian `H0` and `V`, with `H0` block diagonal and `V` zero in the diagonal blocks,
scaling the bonds up from `s ≥ 0` to `t ≥ s` never raises the band energy. -/
theorem bandEnergy_antitone_coupling (b : n → ι) {H0 V : Matrix n n ℂ}
    (hH : H0.IsHermitian) (hVH : V.IsHermitian) (h0 : IsBlockDiagonal b H0)
    (hV : IsInterBlock b V) {s t : ℝ} (hs : 0 ≤ s) (hst : s ≤ t) :
    bandEnergy (H0 + t • V) ≤ bandEnergy (H0 + s • V) := by
  have herm : ∀ r : ℝ, (H0 + r • V).IsHermitian := by
    intro r
    change (H0 + r • V)ᴴ = H0 + r • V
    simp [Matrix.conjTranspose_add, Matrix.conjTranspose_smul, hH.eq, hVH.eq]
  have inter : ∀ r : ℝ, IsInterBlock b (r • V) := fun r i j h => by simp [hV i j h]
  have hsm : ∀ (Q : Matrix n n ℂ) (r : ℝ), energy Q (r • V) = r * energy Q V := by
    intro Q r
    simp [energy, Matrix.trace_smul]
  obtain ⟨T, hT⟩ := exists_groundState (herm t)
  obtain ⟨R, hR⟩ := exists_groundState (herm s)
  rcases hs.eq_or_lt with h | h
  · rw [← h, zero_smul, add_zero]
    linarith [(bond_cutting_bounds b hH h0 (inter t) hT).1]
  · -- the bonds contribute a non-positive energy at coupling `s`
    have hb := bond_cutting_bounds b hH h0 (inter s) hR
    have hneg : energy R V ≤ 0 := by
      have h1 : s * energy R V ≤ 0 := by
        rw [← hsm]
        linarith [hb.1, hb.2]
      by_contra hc
      exact absurd (mul_pos h (not_le.mp hc)) (not_lt.mpr h1)
    have h2 := hT.2 R hR.1
    rw [bandEnergy_eq hT, bandEnergy_eq hR]
    rw [energy_add R, hsm] at h2
    rw [energy_add R, hsm]
    nlinarith [mul_nonneg (sub_nonneg.mpr hst) (neg_nonneg.mpr hneg)]

end

end BondCutting
```

```lean
#print axioms BondCutting.bandEnergy_antitone_coupling
```

```
'BondCutting.bandEnergy_antitone_coupling' depends on axioms: [propext, Classical.choice, Quot.sound]
```
